# The half-shell break in the maximal number of parallel-spin pairs

A shell of $n$ spatial orbitals that holds $a$ spin-up and $b$ spin-down electrons, with $a,b\le n$, contains $a(a-1)/2+b(b-1)/2$ pairs of electrons with parallel spins. For $N\le 2n$ electrons let $P(N)$ be the largest such number over all allowed $a+b=N$; then $P(N+1)-P(N)$ equals $N$ for $N<n$ and $N-n$ for $n\le N<2n$.

```lean
import Mathlib

open Finset

namespace HundHalfShell

/-- The number of parallel-spin pairs among `a` spin-up and `b` spin-down electrons,
`a(a-1)/2 + b(b-1)/2`. -/
def parallelPairs (a b : ℕ) : ℕ := a.choose 2 + b.choose 2

/-- The largest number of parallel-spin pairs that `N` electrons can have in a shell of
`n` orbitals, each spin channel holding at most `n` electrons; meant for `N ≤ 2n`. -/
def maxPairs (n N : ℕ) : ℕ :=
  ((antidiagonal N).filter (fun p => p.1 ≤ n ∧ p.2 ≤ n)).sup
    (fun p => parallelPairs p.1 p.2)

/-- In a set `s` of occupied spin orbitals, the two-electron subsets of equal spin are counted
by `parallelPairs` of the numbers of spin-up and spin-down electrons. -/
theorem card_equal_spin_pairs {n : ℕ} (s : Finset (Fin n × Bool)) :
    ((s.powersetCard 2).filter (fun t => ∃ σ : Bool, ∀ x ∈ t, x.2 = σ)).card =
      parallelPairs (s.filter (fun x => x.2 = true)).card
        (s.filter (fun x => x.2 = false)).card := by
  -- an equal-spin pair lies in the spin-up part or in the spin-down part
  have hsplit : (s.powersetCard 2).filter (fun t => ∃ σ : Bool, ∀ x ∈ t, x.2 = σ) =
      (s.filter (fun x => x.2 = true)).powersetCard 2 ∪
        (s.filter (fun x => x.2 = false)).powersetCard 2 := by
    ext t
    simp only [mem_filter, mem_powersetCard, mem_union, Finset.subset_iff]
    constructor
    · rintro ⟨⟨hs, hc⟩, σ, h⟩
      cases σ
      · exact Or.inr ⟨fun x hx => ⟨hs hx, h x hx⟩, hc⟩
      · exact Or.inl ⟨fun x hx => ⟨hs hx, h x hx⟩, hc⟩
    · rintro (⟨h, hc⟩ | ⟨h, hc⟩)
      · exact ⟨⟨fun x hx => (h hx).1, hc⟩, true, fun x hx => (h hx).2⟩
      · exact ⟨⟨fun x hx => (h hx).1, hc⟩, false, fun x hx => (h hx).2⟩
  -- and never in both
  have hdisj : Disjoint ((s.filter (fun x => x.2 = true)).powersetCard 2)
      ((s.filter (fun x => x.2 = false)).powersetCard 2) := by
    refine Finset.disjoint_left.2 fun t h1 h2 => ?_
    rw [mem_powersetCard] at h1 h2
    obtain ⟨x, hx⟩ := Finset.card_pos.1 (by rw [h1.2]; norm_num : 0 < t.card)
    have hup := (mem_filter.1 (h1.1 hx)).2
    have hdown := (mem_filter.1 (h2.1 hx)).2
    exact absurd (hup.symm.trans hdown : true = false) (by decide)
  rw [hsplit, card_union_of_disjoint hdisj, card_powersetCard, card_powersetCard]
  rfl

/-- Twice the number of pairs among `m` electrons is `m(m-1)`. -/
theorem two_mul_choose_two (m : ℕ) : 2 * ((m.choose 2 : ℕ) : ℤ) = m * (m - 1) := by
  induction m with
  | zero => simp
  | succ m ih =>
    have h : (m + 1).choose 2 = m.choose 1 + m.choose 2 := Nat.choose_succ_succ' m 1
    rw [h, Nat.choose_one_right]
    push_cast
    linear_combination ih

/-- The number of parallel-spin pairs depends only on the electron number `a + b` and on the
square of the spin imbalance `a - b`. -/
theorem four_mul_parallelPairs (a b : ℕ) :
    4 * (parallelPairs a b : ℤ) = ((a : ℤ) + b) * ((a : ℤ) + b - 2) + ((a : ℤ) - b) ^ 2 := by
  have h1 := two_mul_choose_two a
  have h2 := two_mul_choose_two b
  rw [parallelPairs, Nat.cast_add]
  linear_combination 2 * h1 + 2 * h2

/-- An allowed distribution over the two spin channels attains `maxPairs` exactly when no allowed
distribution of the same number of electrons has more parallel-spin pairs. -/
theorem eq_maxPairs_iff {n a b : ℕ} (ha : a ≤ n) (hb : b ≤ n) :
    parallelPairs a b = maxPairs n (a + b) ↔
      ∀ c d : ℕ, c ≤ n → d ≤ n → c + d = a + b → parallelPairs c d ≤ parallelPairs a b := by
  have hle : ∀ c d : ℕ, c ≤ n → d ≤ n → c + d = a + b →
      parallelPairs c d ≤ maxPairs n (a + b) := by
    intro c d hc hd hcd
    exact Finset.le_sup (f := fun p : ℕ × ℕ => parallelPairs p.1 p.2) (b := (c, d))
      (mem_filter.2 ⟨HasAntidiagonal.mem_antidiagonal.2 hcd, hc, hd⟩)
  constructor
  · intro h c d hc hd hcd
    rw [h]
    exact hle c d hc hd hcd
  · intro h
    refine le_antisymm (hle a b ha hb rfl) (Finset.sup_le fun p hp => ?_)
    rw [mem_filter, HasAntidiagonal.mem_antidiagonal] at hp
    exact h p.1 p.2 hp.2.1 hp.2.2 hp.1

/-- An allowed distribution has the maximal number of parallel-spin pairs exactly when its spin
imbalance is the largest allowed for that number of electrons. -/
theorem maximal_pairs_iff_maximal_spin {n a b : ℕ} (ha : a ≤ n) (hb : b ≤ n) :
    parallelPairs a b = maxPairs n (a + b) ↔
      ∀ c d : ℕ, c ≤ n → d ≤ n → c + d = a + b → |(c : ℤ) - d| ≤ |(a : ℤ) - b| := by
  rw [eq_maxPairs_iff ha hb]
  refine forall₅_congr fun c d _ _ h => ?_
  have hN : (c : ℤ) + d = a + b := by exact_mod_cast h
  have i1 := four_mul_parallelPairs c d
  have i2 := four_mul_parallelPairs a b
  rw [hN] at i1
  -- at fixed electron number only the squared imbalance matters
  rw [← sq_le_sq]
  constructor
  · intro h'
    have h'' : (parallelPairs c d : ℤ) ≤ parallelPairs a b := by exact_mod_cast h'
    linarith
  · intro h'
    have h'' : (parallelPairs c d : ℤ) ≤ parallelPairs a b := by linarith
    exact_mod_cast h''

/-- Up to half filling, the maximum is attained with all electrons in one spin channel. -/
theorem maxPairs_first_half {n N : ℕ} (h : N ≤ n) : maxPairs n N = parallelPairs N 0 := by
  refine ((maximal_pairs_iff_maximal_spin h (Nat.zero_le n)).2 fun c d _ _ hcd => ?_).symm
  have h0 := le_abs_self ((N : ℤ) - ((0 : ℕ) : ℤ))
  exact abs_le.2 ⟨by omega, by omega⟩

/-- With `n + k` electrons, `k ≤ n`, the maximum is attained with one spin channel full and `k`
electrons in the other. -/
theorem maxPairs_second_half {n k : ℕ} (h : k ≤ n) :
    maxPairs n (n + k) = parallelPairs n k := by
  refine ((maximal_pairs_iff_maximal_spin le_rfl h).2 fun c d _ _ hcd => ?_).symm
  have h0 := le_abs_self ((n : ℤ) - (k : ℤ))
  exact abs_le.2 ⟨by omega, by omega⟩

/-- The half-shell break: an electron added to `N` others raises the maximal number of
parallel-spin pairs by `N` if `N < n`, and by `N - n` if `n ≤ N < 2n`. -/
theorem half_shell_break (n N : ℕ) :
    (N < n → (maxPairs n (N + 1) : ℤ) - maxPairs n N = N) ∧
    (n ≤ N → N < 2 * n → (maxPairs n (N + 1) : ℤ) - maxPairs n N = (N : ℤ) - n) := by
  constructor
  · intro h
    rw [maxPairs_first_half (by omega : N + 1 ≤ n), maxPairs_first_half h.le]
    have i1 := four_mul_parallelPairs (N + 1) 0
    have i2 := four_mul_parallelPairs N 0
    push_cast at i1 i2
    linarith
  · intro h h2
    obtain ⟨k, rfl⟩ := Nat.exists_eq_add_of_le h
    rw [add_assoc n k 1, maxPairs_second_half (by omega : k + 1 ≤ n),
      maxPairs_second_half (by omega : k ≤ n)]
    have i1 := four_mul_parallelPairs n (k + 1)
    have i2 := four_mul_parallelPairs n k
    push_cast at i1 i2 ⊢
    linarith

/-- The energy of `N ≤ 2n` electrons in a shell of `n` orbitals, with orbital energy `ε` and an
exchange term `-K` for each of the `maxPairs n N` parallel-spin pairs. -/
noncomputable def shellEnergy (ε K : ℝ) (n N : ℕ) : ℝ := N * ε - K * maxPairs n N

/-- In this model with `n ≥ 1`, the energy needed to remove an electron is larger by `(n-1)K` for
the half-filled shell than for the shell with one electron more. -/
theorem removal_energy_drop (ε K : ℝ) {n : ℕ} (hn : 1 ≤ n) :
    (shellEnergy ε K n (n - 1) - shellEnergy ε K n n) -
      (shellEnergy ε K n n - shellEnergy ε K n (n + 1)) = ((n : ℝ) - 1) * K := by
  obtain ⟨m, rfl⟩ : ∃ m, n = m + 1 := ⟨n - 1, by omega⟩
  -- the increments of the pair number just below and just above half filling
  have h1 := congrArg (Int.cast : ℤ → ℝ) ((half_shell_break (m + 1) m).1 (by omega))
  have h2 := congrArg (Int.cast : ℤ → ℝ)
    ((half_shell_break (m + 1) (m + 1)).2 le_rfl (by omega))
  push_cast at h1 h2
  rw [Nat.add_sub_cancel]
  unfold shellEnergy
  push_cast
  linear_combination K * h1 - K * h2

end HundHalfShell
```

```lean
#print axioms HundHalfShell.card_equal_spin_pairs
#print axioms HundHalfShell.half_shell_break
#print axioms HundHalfShell.removal_energy_drop
```

```
'HundHalfShell.card_equal_spin_pairs' depends on axioms: [propext, Classical.choice, Quot.sound]
'HundHalfShell.half_shell_break' depends on axioms: [propext, Classical.choice, Quot.sound]
'HundHalfShell.removal_energy_drop' depends on axioms: [propext, Classical.choice, Quot.sound]
```

## Spin channels and pair counts in Lean

The function `parallelPairs a b` is the sum of two binomial coefficients, $\binom a2+\binom b2$. The coefficients are natural numbers, so no division by two appears in the definition.

The function `maxPairs n N` is $P(N)$, with the shell size $n$ written as an argument. The finite set `antidiagonal N` contains all pairs of natural numbers with sum $N$, the filter keeps those with both entries at most $n$, and `sup` takes the largest pair count among them. For $N>2n$ no distribution is left and the function returns 0, which has no physical meaning; the theorems about increments stay within the range where the shell can hold the electrons.

The main theorem, `half_shell_break`, has two parts, one for each half of the shell. Both differences are taken in the integers, because subtraction of natural numbers in Lean stops at zero. In the second part the condition $N<2n$ ensures that the shell still has room for the added electron.

For a p shell, $n=3$, the successive increments are $0,1,2,0,1,2$. For a d shell, $n=5$, they run from 0 to 4 and then again from 0 to 4. The electron that completes the half-filled shell brings $n-1$ new parallel pairs and the next one brings none. For an s shell, $n=1$, both increments are zero, so there is no break to see.

## Pauli exclusion, Hund's first rule and exchange

The formula for the pair count is itself derived from a set of occupied spin orbitals. In `card_equal_spin_pairs` a spin orbital is an element of `Fin n × Bool`: an orbital label together with a spin, `true` for up and `false` for down. The occupied spin orbitals form a finite set `s`, so none is occupied twice, which is the Pauli principle in this description. The theorem counts the two-element subsets of `s` whose members have the same spin and finds `parallelPairs` of the two channel populations. "Parallel" thus means having the same spin component along one fixed axis.

The theorem `maximal_pairs_iff_maximal_spin` says that an allowed distribution $(a,b)$ attains $P(a+b)$ exactly when $|a-b|$ is as large as the shell permits for that number of electrons. Since $|a-b|/2$ is the magnitude of the total spin projection, this is the maximum-spin part of Hund's rules at the level of pair counting. Hund's first rule compares the energies of the terms of a configuration, whereas the theorem compares numbers of pairs; orbital angular momentum and spin-orbit coupling do not enter.

Energy comes in through `shellEnergy`,

$$E(N)=N\varepsilon-K\,P(N).$$

The constant $\varepsilon$ stands for the energy of an electron in any orbital of the shell, and $K$ for a single average exchange integral shared by all parallel pairs. In an atom the exchange integral is positive, and it can differ from one pair of orbitals to another, as it does in a d shell. For $K\ge0$ the largest pair count gives the lowest energy, so $E(N)$ is then the ground-state energy of this model. The Lean theorem is an identity that holds for all real $\varepsilon$ and $K$, but for $K<0$ the energy $E(N)$ is no longer the lowest one in general. The direct Coulomb repulsion within the shell is left out, and neither constant changes with $N$.

Let $I(N)=E(N-1)-E(N)$ be the energy needed to remove one electron from a shell with $N$ electrons. The theorem `removal_energy_drop` states that for $n\ge1$

$$I(n)-I(n+1)=(n-1)K.$$

In electronic structure this is the exchange contribution to the dip in ionisation energies just after half filling, within a model that has one exchange constant and fixed orbital energies. Neighbouring elements also differ in nuclear charge, so the formula is not a prediction of their measured difference.

## The spin imbalance decides the count

Write $N=a+b$ and $D=a-b$. Then $a^2+b^2=(N^2+D^2)/2$, and four times the pair count is

$$2a(a-1)+2b(b-1)=2(a^2+b^2)-2N=N(N-2)+D^2.$$

At fixed $N$ the first term is constant. More parallel pairs therefore means a larger $D^2$, which is the same as a larger $|D|$.

In Lean this begins with `two_mul_choose_two`, which proves $2\binom m2=m(m-1)$ in the integers by induction. Pascal's rule gives $\binom{m+1}2=m+\binom m2$, hence $2\binom{m+1}2=2m+m(m-1)=(m+1)m$. Adding twice this identity for $a$ to twice the identity for $b$ gives `four_mul_parallelPairs`, which is the displayed formula.

The proof of `maximal_pairs_iff_maximal_spin` compares $(a,b)$ with a competitor $(c,d)$ that has the same sum. It writes the identity for both, replaces $c+d$ by $a+b$, and is left with a comparison of $(c-d)^2$ and $(a-b)^2$. The lemma `sq_le_sq` states that an inequality between squares is equivalent to the same inequality between absolute values.

The count of equal-spin subsets in `card_equal_spin_pairs` is a separate argument. A two-electron subset with a common spin lies entirely among the spin-up electrons or entirely among the spin-down electrons. It cannot do both, since it has at least one member and that member has only one spin. The two families are therefore disjoint, and their sizes are $\binom a2$ and $\binom b2$.

## The largest imbalance on each side of half filling

For $N\le n$ all electrons fit into one channel. Any distribution $(c,d)$ with $c+d=N$ satisfies $-N\le c-d\le N$, so the largest imbalance is $N$, attained by $(N,0)$. Hence

$$P(N)=\frac{N(N-1)}2\qquad(N\le n).$$

This is `maxPairs_first_half`.

Beyond half filling write $N=n+k$ with $0\le k\le n$. From $c\le n$ and $c+d=n+k$ it follows that $d\ge k$, so $c-d\le n-k$. Exchanging the roles of the channels gives $d-c\le n-k$. The bound is attained by $(n,k)$, one full channel with the remaining $k$ electrons in the other, and

$$P(n+k)=\frac{n(n-1)}2+\frac{k(k-1)}2\qquad(0\le k\le n).$$

This is `maxPairs_second_half`. In both Lean proofs `abs_le` splits the bound on $|c-d|$ into its two one-sided inequalities, and `omega` derives them from the constraints on the populations.

At $N=n$ the two formulas agree: the second one has $k=0$ and describes the same half-filled shell.

## Subtracting consecutive values

For $N<n$ both $N$ and $N+1$ are covered by the first formula, so

$$P(N+1)-P(N)=\frac{(N+1)N}2-\frac{N(N-1)}2=N.$$

The new electron is parallel to all $N$ electrons already present.

For $n\le N<2n$ put $N=n+k$ with $k<n$. The full channel contributes the same number of pairs before and after, and

$$P(N+1)-P(N)=\frac{(k+1)k}2-\frac{k(k-1)}2=k=N-n.$$

The new electron is parallel only to the $k$ electrons in the partly filled channel.

The proof of `half_shell_break` follows these two cases. It replaces each maximum by the pair count of the distribution that attains it, then applies `four_mul_parallelPairs` before and after the addition. In the second case the total grows from $n+k$ to $n+k+1$ and the imbalance changes from $n-k$ to $n-k-1$. Four times the increment is therefore

$$\bigl(2(n+k)-1\bigr)+\bigl(1-2(n-k)\bigr)=4k,$$

and `linarith` completes the argument.

For the removal energy, the definition of $E$ gives

$$I(N)=-\varepsilon+K\bigl(P(N)-P(N-1)\bigr).$$

At $N=n$ the bracket is $n-1$, and at $N=n+1$ it is $0$. Thus $I(n)=-\varepsilon+(n-1)K$ and $I(n+1)=-\varepsilon$, and their difference is $(n-1)K$. The Lean proof writes $n=m+1$, so that the shell with one electron fewer has $m$ electrons, carries the two increments over to the real numbers, and combines them with the factors $K$ and $-K$.

## A finite maximum through `Finset.sup`

The proof turns on how Mathlib handles the maximum in `maxPairs`. For a finite set $S$ and a function $f$ with natural-number values, `S.sup f` is the least upper bound of the values of $f$ on $S$. Two lemmas suffice to work with it. `Finset.le_sup` says that every value $f(p)$ with $p\in S$ is at most the supremum. `Finset.sup_le` says that the supremum is at most any number that bounds all these values.

The theorem `eq_maxPairs_iff` uses them to replace an equation by a comparison. If $(a,b)$ attains the maximum, `Finset.le_sup` shows that no allowed competitor $(c,d)$ has more pairs. Conversely, if no competitor has more pairs, then `Finset.sup_le` bounds the maximum by the count for $(a,b)$. The opposite inequality comes from `Finset.le_sup`, since $(a,b)$ is itself in the set, and `le_antisymm` joins the two.

After this step the maximum never has to be computed by running through the distributions. It is enough to name one allowed distribution and show that its imbalance is at least that of every other, which is why the same argument covers every shell size $n$.
